# For N atoms not on one line, at most 3N − 6 bond-constraint gradients are linearly independent

To ask how many bond lengths SHAKE can fix in a molecule while the corrected atomic positions still determine its multipliers, the strengths of the constraint forces, one must first choose what counts as a set of bonds. Here it is any finite list of pairs of atom labels, and each pair constrains a squared distance. Lists of distinct pairs are a special case, since repeated pairs are allowed. If the $N$ atoms are not all on one line and the list has more than $3N-6$ entries, the constraint gradients are linearly dependent, and any solution for the multipliers is one of infinitely many.

In a simulation this limits the number of independent distance constraints on a non-linear molecule: the three atoms of a rigid water model admit three.

## Bonds and their gradients

```lean
import Mathlib

open Matrix

namespace MaximumBondConstraints

noncomputable section

/-- Positions (or displacements, or forces) of `N` atoms in three-dimensional space. -/
abbrev Config (N : ℕ) := Fin N → Fin 3 → ℝ
```

A configuration assigns three real coordinates to each atom. `Fin N` is the set of labels $0,\dots,N-1$. The same type serves for displacements and forces, so it is the space $\mathbb R^{3N}$.

```lean
variable {N : ℕ} {ι : Type*} [Fintype ι]

/-- The squared distance between the two atoms of the pair `p`. -/
def sqDist (p : Fin N × Fin N) (r : Config N) : ℝ :=
  (r p.1 - r p.2) ⬝ᵥ (r p.1 - r p.2)
```

The type `ι` labels the bonds. For a pair $p=(a,b)$, `sqDist` is $|r_a-r_b|^2$; the symbol `⬝ᵥ` is the dot product.

```lean
/-- The gradient of the squared distance: `2 (r_a - r_b)` on atom `a`, the opposite on
atom `b`, and zero on all other atoms. -/
def bondGradient (p : Fin N × Fin N) (r : Config N) : Config N := fun i =>
  ((if i = p.1 then (2 : ℝ) else 0) - (if i = p.2 then (2 : ℝ) else 0)) • (r p.1 - r p.2)
```

The gradient $g_p$ has the block $2(r_a-r_b)$ on atom $a$, the opposite block on atom $b$, and zero elsewhere. If $a=b$, it vanishes.

```lean
/-- The infinitesimal rigid motion with translation `t` and angular velocity `w`, which
displaces atom `i` by `t + w × r_i`. -/
def rigidMotion (r : Config N) : ((Fin 3 → ℝ) × (Fin 3 → ℝ)) →ₗ[ℝ] Config N where
  toFun u := fun i => u.1 + u.2 ⨯₃ r i
  map_add' u v := by
    funext i
    simp only [Prod.fst_add, Prod.snd_add, map_add, LinearMap.add_apply, Pi.add_apply]
    abel
  map_smul' c u := by
    funext i
    simp only [Prod.smul_fst, Prod.smul_snd, map_smul, LinearMap.smul_apply, Pi.smul_apply,
      smul_add, RingHom.id_apply]
```

A translation $t$ and an angular velocity $\omega$ (`w` in the code) displace atom $i$ by $t+\omega\times r_i$. The arrow `→ₗ[ℝ]` says that this is a linear map from the six parameters to $\mathbb R^{3N}$; the two fields after the formula prove linearity.

```lean
/-- The gradient of a bond, paired with a displacement `v`, sees only the relative
displacement of the two bonded atoms. -/
theorem bondGradient_pairing (p : Fin N × Fin N) (r v : Config N) :
    ∑ i, bondGradient p r i ⬝ᵥ v i = 2 * ((r p.1 - r p.2) ⬝ᵥ (v p.1 - v p.2)) := by
  simp only [bondGradient, smul_dotProduct, smul_eq_mul, sub_mul, ite_mul, zero_mul,
    Finset.sum_sub_distrib, Finset.sum_ite_eq', Finset.mem_univ, if_true, dotProduct_sub]
  ring
```

Only two blocks of the gradient contribute to its pairing with a displacement $v$:
$$\sum_i g_{p,i}\cdot v_i = 2(r_a-r_b)\cdot v_a-2(r_a-r_b)\cdot v_b = 2(r_a-r_b)\cdot(v_a-v_b).$$
The `simp only` call collapses the sum, and `ring` collects the terms.

```lean
/-- The derivative of the squared distance along any displacement `v` is the pairing of
`bondGradient` with `v`. -/
theorem hasDerivAt_sqDist (p : Fin N × Fin N) (r v : Config N) :
    HasDerivAt (fun s : ℝ => sqDist p (r + s • v)) (∑ i, bondGradient p r i ⬝ᵥ v i) 0 := by
  rw [bondGradient_pairing]
  -- along a straight line the squared distance is a quadratic polynomial
  have hq : (fun s : ℝ => sqDist p (r + s • v)) = fun s : ℝ => sqDist p r +
      (s * (2 * ((r p.1 - r p.2) ⬝ᵥ (v p.1 - v p.2))) +
        s ^ 2 * ((v p.1 - v p.2) ⬝ᵥ (v p.1 - v p.2))) := by
    funext s
    simp only [sqDist, dotProduct, Fin.sum_univ_three, Pi.add_apply, Pi.sub_apply,
      Pi.smul_apply, smul_eq_mul]
    ring
  rw [hq]
  have h := ((hasDerivAt_id' (0 : ℝ)).mul_const
    (2 * ((r p.1 - r p.2) ⬝ᵥ (v p.1 - v p.2)))).fun_add
      ((hasDerivAt_pow 2 (0 : ℝ)).mul_const ((v p.1 - v p.2) ⬝ᵥ (v p.1 - v p.2)))
  exact (h.const_add (sqDist p r)).congr_deriv (by simp)
```

This confirms that the formula for $g_p$ is the gradient. With $r_{ab}=r_a-r_b$ and $v_{ab}=v_a-v_b$,
$$|r_{ab}+s\,v_{ab}|^2=|r_{ab}|^2+2s\,r_{ab}\cdot v_{ab}+s^2|v_{ab}|^2,$$
whose derivative at $s=0$ is the pairing just computed. In the proof, `hq` is this expansion, and the remaining lines differentiate it term by term.

## Rigid motions

```lean
/-- Every bond gradient is orthogonal to every infinitesimal rigid motion. -/
theorem bondGradient_orthogonal (p : Fin N × Fin N) (r : Config N)
    (u : (Fin 3 → ℝ) × (Fin 3 → ℝ)) :
    ∑ i, bondGradient p r i ⬝ᵥ rigidMotion r u i = 0 := by
  rw [bondGradient_pairing]
  have h : (r p.1 - r p.2) ⬝ᵥ ((u.1 + u.2 ⨯₃ r p.1) - (u.1 + u.2 ⨯₃ r p.2)) = 0 := by
    rw [add_sub_add_left_eq_sub]
    simp [cross_apply, dotProduct, Fin.sum_univ_three]
    ring
  exact mul_eq_zero_of_right 2 h
```

A rigid motion changes no distance to first order. The translation drops out of the relative displacement, leaving $2\,r_{ab}\cdot(\omega\times r_{ab})=0$. Lean checks the last identity in components.

```lean
/-- If the atoms are not all on one line, different choices of translation and angular
velocity displace the atoms differently. -/
theorem rigidMotion_injective {r : Config N} (h : ¬ Collinear ℝ (Set.range r)) :
    Function.Injective (rigidMotion r) := by
  rw [collinear_iff_exists_forall_eq_smul_vadd] at h
  rw [injective_iff_map_eq_zero]
  rintro ⟨t, w⟩ hu
  have h0 : ∀ i, t + w ⨯₃ r i = 0 := fun i => congrFun hu i
  obtain ⟨i₀⟩ : Nonempty (Fin N) := by
    by_contra hN
    refine h ⟨0, 0, ?_⟩
    rintro _ ⟨i, _⟩
    exact (hN ⟨i⟩).elim
  -- a vector with vanishing cross product with `w` is parallel to `w`
  have key : ∀ d : Fin 3 → ℝ, w ⨯₃ d = 0 → (w ⬝ᵥ w) • d = (w ⬝ᵥ d) • w := by
    intro d hd
    have c0 : w 1 * d 2 - w 2 * d 1 = 0 := by simpa [cross_apply] using congrFun hd 0
    have c1 : w 2 * d 0 - w 0 * d 2 = 0 := by simpa [cross_apply] using congrFun hd 1
    have c2 : w 0 * d 1 - w 1 * d 0 = 0 := by simpa [cross_apply] using congrFun hd 2
    funext j
    fin_cases j
    · show (w ⬝ᵥ w) * d 0 = (w ⬝ᵥ d) * w 0
      simp only [dotProduct, Fin.sum_univ_three]
      linear_combination w 2 * c1 - w 1 * c2
    · show (w ⬝ᵥ w) * d 1 = (w ⬝ᵥ d) * w 1
      simp only [dotProduct, Fin.sum_univ_three]
      linear_combination w 0 * c2 - w 2 * c0
    · show (w ⬝ᵥ w) * d 2 = (w ⬝ᵥ d) * w 2
      simp only [dotProduct, Fin.sum_univ_three]
      linear_combination w 1 * c0 - w 0 * c1
  -- a non-zero `w` would be the direction of a line through all atoms
  have hw : w = 0 := by
    by_contra hw
    have hpos : w ⬝ᵥ w ≠ 0 := fun e => hw (dotProduct_self_eq_zero.1 e)
    refine h ⟨r i₀, w, ?_⟩
    rintro _ ⟨i, rfl⟩
    refine ⟨(w ⬝ᵥ (r i - r i₀)) / (w ⬝ᵥ w), ?_⟩
    have hd := key (r i - r i₀) (by
      rw [map_sub]
      exact sub_eq_zero.2 (add_left_cancel ((h0 i).trans (h0 i₀).symm)))
    rw [vadd_eq_add, div_eq_inv_mul, mul_smul, ← hd, smul_smul, inv_mul_cancel₀ hpos,
      one_smul, sub_add_cancel]
  have ht : t = 0 := by simpa [hw] using h0 i₀
  rw [hw, ht]
  rfl
```

The claim is that $(t,\omega)$ can be recovered from the displacements. By linearity it is enough to show that $t+\omega\times r_i=0$ for all $i$ forces $t=\omega=0$.

Fix an atom $i_0$ and put $d=r_i-r_{i_0}$. Subtracting two of the equations gives $\omega\times d=0$, hence
$$0=\omega\times(\omega\times d)=(\omega\cdot d)\,\omega-|\omega|^2d.$$
This is `key`, proved component by component. If $\omega\neq0$, then $r_i=r_{i_0}+\dfrac{\omega\cdot d}{|\omega|^2}\,\omega$ for every $i$, so all atoms lie on one line, against the hypothesis. Thus $\omega=0$ (`hw`), and then $t=0$ (`ht`).

## Counting dimensions

```lean
/-- For `N` atoms not all on one line, a family of bonds with linearly independent
gradients has at most `3N - 6` members. -/
theorem card_add_six_le {r : Config N} (h : ¬ Collinear ℝ (Set.range r))
    (b : ι → Fin N × Fin N) (hli : LinearIndependent ℝ fun k => bondGradient (b k) r) :
    Fintype.card ι + 6 ≤ 3 * N := by
  -- a rigid motion in the span of the gradients is orthogonal to itself
  have hdis : Disjoint (Submodule.span ℝ (Set.range fun k => bondGradient (b k) r))
      (LinearMap.range (rigidMotion r)) := by
    rw [Submodule.disjoint_def]
    rintro x hx ⟨u, rfl⟩
    have horth : ∀ y ∈ Submodule.span ℝ (Set.range fun k => bondGradient (b k) r),
        ∑ i, y i ⬝ᵥ rigidMotion r u i = 0 := by
      intro y hy
      induction hy using Submodule.span_induction with
      | mem y hy =>
        obtain ⟨k, rfl⟩ := hy
        exact bondGradient_orthogonal (b k) r u
      | zero => simp
      | add y z _ _ hy hz =>
        simp only [Pi.add_apply, add_dotProduct, Finset.sum_add_distrib, hy, hz, add_zero]
      | smul c y _ hy =>
        simp only [Pi.smul_apply, smul_dotProduct, smul_eq_mul, ← Finset.mul_sum, hy, mul_zero]
    have h0 := (Finset.sum_eq_zero_iff_of_nonneg (fun i _ =>
      Finset.sum_nonneg fun j _ => mul_self_nonneg (rigidMotion r u i j))).1 (horth _ hx)
    funext i
    exact dotProduct_self_eq_zero.1 (h0 i (Finset.mem_univ i))
  -- hence the two dimensions add up to at most `3N`
  have hle := Submodule.finrank_add_finrank_le_of_disjoint hdis
  rw [finrank_span_eq_card hli,
    LinearMap.finrank_range_of_inj (rigidMotion_injective h)] at hle
  have e1 : Module.finrank ℝ ((Fin 3 → ℝ) × (Fin 3 → ℝ)) = 6 := by simp
  have e2 : Module.finrank ℝ (Config N) = 3 * N := by
    simp [Module.finrank_pi_fintype, mul_comm]
  omega
```

Let $S$ be the span of the gradients and $R$ the space of rigid motions. Every element of $S$ is orthogonal to every element of $R$, because orthogonality passes from the gradients to their linear combinations; the `induction` does this. A vector $x$ in both spaces therefore satisfies $x\cdot x=0$, so $x=0$. This is `hdis`, and it gives
$$\dim S+\dim R\le 3N.$$
Independent gradients make $\dim S$ the number of bonds, and the previous theorem gives $\dim R=6$. The statement adds 6 on the left instead of subtracting it on the right, which avoids subtraction of natural numbers.

Some condition must exclude $N=2$: two separated atoms have one non-zero bond gradient, while $3N-6=0$. Three or more atoms on one line are not covered by the theorem, but they do not admit more constraints: every gradient then points along the line and its blocks sum to zero, so at most $N-1$ gradients are independent.

```lean
/-- For `N` atoms not all on one line, the gradients of more than `3N - 6` squared-distance
constraints are linearly dependent. -/
theorem gradients_dependent {r : Config N} (h : ¬ Collinear ℝ (Set.range r))
    (b : ι → Fin N × Fin N) (hcard : 3 * N < Fintype.card ι + 6) :
    ¬ LinearIndependent ℝ fun k => bondGradient (b k) r :=
  fun hli => not_le_of_gt hcard (card_add_six_le h b hli)
```

This is the contrapositive: more than $3N-6$ bonds have dependent gradients. The converse is not claimed, since a shorter list can be dependent too, for instance when it repeats a pair.

## The SHAKE multipliers

```lean
/-- The SHAKE equations: constraint forces with multipliers `l`, directed along the gradients
at the old positions `r`, carry the unconstrained positions `q` to new positions `r'`
at which every bond `k` has length `d k` (up to sign). -/
def IsShakeStep (m : Fin N → ℝ) (dt : ℝ) (b : ι → Fin N × Fin N) (d : ι → ℝ)
    (r q r' : Config N) (l : ι → ℝ) : Prop :=
  (∀ i, m i • (r' i - q i) = -(dt ^ 2) • ∑ k, l k • bondGradient (b k) r i) ∧
    ∀ k, sqDist (b k) r' = d k ^ 2
```

Here $r$ are the old positions, $q$ the positions after an unconstrained step (not generalised coordinates), and $r'$ the corrected ones. With masses $m_i$, time step $\Delta t$ (`dt`) and multipliers $\lambda_k$ (`l`), the two conditions are
$$m_i(r'_i-q_i)=-\Delta t^2\sum_k\lambda_k\,g_{k,i}(r),\qquad |r'_a-r'_b|^2=d_k^2 \text{ for each bond } k=(a,b).$$
Numerical factors in front of the sum differ between texts and can be absorbed in $\lambda_k$.

```lean
/-- With more than `3N - 6` bonds and old positions not all on one line, any solution of the
SHAKE equations lies on a whole line of multipliers that give the same new positions. -/
theorem shake_multipliers_not_unique {r : Config N} (h : ¬ Collinear ℝ (Set.range r))
    (b : ι → Fin N × Fin N) (hcard : 3 * N < Fintype.card ι + 6)
    {m : Fin N → ℝ} {dt : ℝ} {d : ι → ℝ} {q r' : Config N} {l : ι → ℝ}
    (hl : IsShakeStep m dt b d r q r' l) :
    ∃ c : ι → ℝ, c ≠ 0 ∧ ∀ s : ℝ, IsShakeStep m dt b d r q r' (l + s • c) := by
  obtain ⟨c, hc, k, hk⟩ := Fintype.not_linearIndependent_iff.1 (gradients_dependent h b hcard)
  refine ⟨c, fun e => hk (congrFun e k), fun s => ⟨fun i => ?_, hl.2⟩⟩
  -- the combination `c` exerts no force on any atom
  have hci : ∑ k, c k • bondGradient (b k) r i = 0 := by
    simpa only [Finset.sum_apply, Pi.smul_apply, Pi.zero_apply] using congrFun hc i
  simp only [Pi.add_apply, Pi.smul_apply, smul_eq_mul, add_smul, mul_smul,
    Finset.sum_add_distrib, ← Finset.smul_sum, hci, smul_zero, add_zero]
  exact hl.1 i
```

Dependence supplies coefficients $c_k$, not all zero, with $\sum_k c_k\,g_k(r)=0$. Replacing $\lambda$ by $\lambda+s\,c$ adds nothing to the force on any atom (`hci`), so $r'$ still satisfies both conditions for every real $s$.

The theorem starts from a given solution and does not provide one; surplus constraints may contradict each other. How an iterative solver behaves with redundant constraints is a separate question.

## Five atoms with all ten distances fixed

Suppose that every bond joins two different atoms, that no two bonds join the same two atoms, and that the atoms are not all on one line. A surplus then first becomes possible at $N=5$, where there are up to ten bonds and $3N-6=9$. Put atoms 0 to 4 at $(0,0,0)$, $(1,0,0)$, $(0,1,0)$, $(0,0,1)$ and $(1,1,1)$. The weights $\alpha=(-2,1,1,1,-1)$ satisfy $\sum_i\alpha_i=0$ and $\sum_i\alpha_i r_i=0$. Take $c_{ij}=\alpha_i\alpha_j$ for each pair. The force combination on atom $i$ is then
$$2\sum_j\alpha_i\alpha_j(r_i-r_j)=2\alpha_i\Big(r_i\sum_j\alpha_j-\sum_j\alpha_jr_j\Big)=0.$$
On atom 0, for example, the bonds to atoms 1, 2 and 3 contribute $(4,4,4)$ and the bond to atom 4 contributes $(-4,-4,-4)$.

## A tetrahedron attains the bound

```lean
/-- Four atoms at the origin and at the three unit vectors. -/
def tetrahedron : Config 4 := ![![0, 0, 0], ![1, 0, 0], ![0, 1, 0], ![0, 0, 1]]

/-- The six edges of a tetrahedron. -/
def edges : Fin 6 → Fin 4 × Fin 4 := ![(0, 1), (0, 2), (0, 3), (1, 2), (1, 3), (2, 3)]
```

These are four atoms and their six pairs, so the number of bonds equals $3\cdot4-6$.

```lean
/-- The bound `3N - 6` is attained for `N = 4`: the atoms of the tetrahedron are not
collinear, and the gradients of its six edges are linearly independent. -/
theorem tetrahedron_sharp : ¬ Collinear ℝ (Set.range tetrahedron) ∧
    LinearIndependent ℝ fun k => bondGradient (edges k) tetrahedron := by
  constructor
  · rw [collinear_iff_exists_forall_eq_smul_vadd]
    rintro ⟨p, v, h⟩
    obtain ⟨a, ha⟩ := h _ ⟨0, rfl⟩
    obtain ⟨b, hb⟩ := h _ ⟨1, rfl⟩
    obtain ⟨c, hc⟩ := h _ ⟨2, rfl⟩
    have a0 : (0 : ℝ) = a * v 0 + p 0 := congrFun ha 0
    have a1 : (0 : ℝ) = a * v 1 + p 1 := congrFun ha 1
    have b0 : (1 : ℝ) = b * v 0 + p 0 := congrFun hb 0
    have b1 : (0 : ℝ) = b * v 1 + p 1 := congrFun hb 1
    have c1 : (1 : ℝ) = c * v 1 + p 1 := congrFun hc 1
    have : (1 : ℝ) = 0 := by
      linear_combination (b0 - a0) + (b - a) * v 0 * (c1 - a1) - (c - a) * v 0 * (b1 - a1)
    exact one_ne_zero this
  · rw [Fintype.linearIndependent_iff]
    intro g hg
    have e : ∀ i j, ∑ k, g k * bondGradient (edges k) tetrahedron i j = 0 := fun i j => by
      simpa only [Finset.sum_apply, Pi.smul_apply, smul_eq_mul, Pi.zero_apply] using
        congrFun (congrFun hg i) j
    -- each of these six force components involves a single edge
    have h0 := e 0 0
    have h1 := e 0 1
    have h2 := e 0 2
    have h3 := e 1 1
    have h4 := e 1 2
    have h5 := e 2 2
    simp [Fin.sum_univ_six, bondGradient, edges, tetrahedron] at h0 h1 h2 h3 h4 h5
    intro k
    fin_cases k
    exacts [h0, h1, h2, h3, h4, h5]

end

end MaximumBondConstraints
```

If atoms 0, 1 and 2 were on a line with direction $v$, both $(1,0,0)$ and $(0,1,0)$ would be multiples of $v$, which is impossible.

For independence, suppose $\sum_k g_k\,\nabla\sigma_k=0$, where $g_k$ now denotes a coefficient, as in the code, and $\nabla\sigma_k$ the gradient for edge $k$. The three components on atom 0 read $-2g_0=-2g_1=-2g_2=0$. The $y$ and $z$ components on atom 1 give $-2g_3=-2g_4=0$, and the $z$ component on atom 2 gives $-2g_5=0$. These are `h0` to `h5`, so all six coefficients vanish.

```lean
#print axioms MaximumBondConstraints.hasDerivAt_sqDist
-- 'MaximumBondConstraints.hasDerivAt_sqDist' depends on axioms: [propext, Classical.choice, Quot.sound]
#print axioms MaximumBondConstraints.gradients_dependent
-- 'MaximumBondConstraints.gradients_dependent' depends on axioms: [propext, Classical.choice, Quot.sound]
#print axioms MaximumBondConstraints.shake_multipliers_not_unique
-- 'MaximumBondConstraints.shake_multipliers_not_unique' depends on axioms: [propext, Classical.choice, Quot.sound]
#print axioms MaximumBondConstraints.tetrahedron_sharp
-- 'MaximumBondConstraints.tetrahedron_sharp' depends on axioms: [propext, Classical.choice, Quot.sound]
```
